# Graphene Landau levels: energies ±√n from the oscillator commutator

The operators here are linear maps on a complex vector space \(V\) that carries no inner product, and the magnetic field enters only through the relation \(ac-ca=1\) and the unit of energy. The map \(a\) removes one oscillator quantum and \(c\) adds one. In the usual Hilbert-space description \(c\) is the adjoint \(a^\dagger\), but the algebra below never uses that.

Given a nonzero \(v_0\) with \(a v_0=0\), the one-valley Dirac Hamiltonian has eigenvectors with energies \(0\) and \(\pm\sqrt n\) for \(n\ge 1\), in units of the cyclotron energy defined below. If, in addition, every state is annihilated by some power of \(a\), it has no other eigenvalues. These are the non-interacting levels, for a single valley without Zeeman splitting or disorder, whose filling underlies the integer quantum Hall effect in graphene; the Hall conductance itself is not computed.

```lean
import Mathlib

open Module.End

namespace GrapheneLandauLevels

variable {V : Type*} [AddCommGroup V] [Module ℂ V]
```

## Oscillator states and the Hamiltonian

The state with \(n\) quanta is \(v_n=c^n v_0\), written `landauState c v0 n`. It is not normalised: if \(c=a^\dagger\) and \(\|v_0\|=1\), then \(\|v_n\|^2=n!\), and the normalised state is \(|n\rangle=v_n/\sqrt{n!}\).

```lean
/-- The `n`-th oscillator state, obtained by applying the raising operator `c`
to `v0` `n` times. -/
def landauState (c : Module.End ℂ V) (v0 : V) (n : ℕ) : V := (c ^ n) v0
```

Near one valley the Hamiltonian is \(v_F(\sigma_x\pi_x+\sigma_y\pi_y)\), where \(v_F\) is the Fermi velocity, \(\sigma_x,\sigma_y\) are Pauli matrices acting on the two sublattices, and \(\pi_x,\pi_y\) are the kinetic momenta. Let \(\ell_B=\sqrt{\hbar/(eB)}\) be the magnetic length, with \(e>0\) the elementary charge and \(B>0\) the field strength. For the field orientation with \([\pi_x,\pi_y]=-i\hbar^2/\ell_B^2\), the operator \(a=\ell_B(\pi_x-i\pi_y)/(\sqrt2\,\hbar)\) satisfies \([a,a^\dagger]=1\), and the Hamiltonian becomes
\[
\frac{\sqrt2\,\hbar v_F}{\ell_B}\begin{pmatrix}0&a\\ a^\dagger&0\end{pmatrix}.
\]
The prefactor is the cyclotron energy, which serves as the unit. What remains is \(D(u,w)=(a w,\,c u)\), with \(u\) and \(w\) the two sublattice components. A spinor is therefore an element of `V × V`, and \(D\) is a linear map on that space.

```lean
/-- The Dirac Hamiltonian of one graphene valley in a magnetic field, in units of the
cyclotron energy: it sends the two-sublattice spinor `(u, w)` to `(a w, c u)`. -/
def diracLandau (a c : Module.End ℂ V) : Module.End ℂ (V × V) :=
  (a.comp (LinearMap.snd ℂ V V)).prod (c.comp (LinearMap.fst ℂ V V))
```

The action on a pair holds by definition.

```lean
/-- The action of the Dirac Hamiltonian on a spinor with components `u` and `w`. -/
theorem diracLandau_apply (a c : Module.End ℂ V) (u w : V) :
    diracLandau a c (u, w) = (a w, c u) := rfl
```

## Lowering a state returns its quantum number

Adding one quantum to \(v_n\) gives \(v_{n+1}=c\,v_n\).

```lean
private theorem landauState_succ (c : Module.End ℂ V) (v0 : V) (n : ℕ) :
    landauState c v0 (n + 1) = c (landauState c v0 n) := by
  simp only [landauState, pow_succ', Module.End.mul_apply]
```

In `Module.End ℂ V` the product is composition and `1` is the identity map. Applied to a vector \(x\), the commutator therefore reads
\[
a(cx)=c(ax)+x .
\]

```lean
private theorem comm_apply {a c : Module.End ℂ V} (h : a * c - c * a = 1) (x : V) :
    a (c x) = c (a x) + x := by
  have e := LinearMap.congr_fun h x
  simp only [LinearMap.sub_apply, Module.End.mul_apply, Module.End.one_apply] at e
  exact sub_eq_iff_eq_add'.mp e
```

This gives \(a v_{n+1}=(n+1)v_n\) by induction. For \(n=0\), \(a c v_0=c a v_0+v_0=v_0\). For the next step,
\[
a v_{n+2}=a c\,v_{n+1}=c\,a v_{n+1}+v_{n+1}=(n+1)\,c v_n+v_{n+1}=(n+2)\,v_{n+1}.
\]
The rewrites in the proof follow this line from left to right, and `module` collects the coefficients.

```lean
/-- The lowering operator takes the state with `n + 1` quanta to `n + 1` times the state
with `n` quanta. -/
theorem lower_landauState {a c : Module.End ℂ V} {v0 : V} (h : a * c - c * a = 1)
    (ha : a v0 = 0) (n : ℕ) :
    a (landauState c v0 (n + 1)) = ((n + 1 : ℕ) : ℂ) • landauState c v0 n := by
  induction n with
  | zero =>
    rw [landauState_succ, comm_apply h]
    simp [landauState, ha]
  | succ n ih =>
    -- move `a` past one factor of `c`, which contributes one more quantum
    rw [landauState_succ c v0 (n + 1), comm_apply h, ih, map_smul, ← landauState_succ]
    push_cast
    module
```

No \(v_n\) vanishes. The state \(v_0\) is nonzero by assumption. If \(v_{n+1}=0\), then \(0=a v_{n+1}=(n+1)v_n\), so \(v_n=0\), which contradicts the induction hypothesis.

```lean
/-- None of the oscillator states built on a nonzero `v0` annihilated by `a` vanishes. -/
theorem landauState_ne_zero {a c : Module.End ℂ V} {v0 : V} (h : a * c - c * a = 1)
    (ha : a v0 = 0) (hv : v0 ≠ 0) (n : ℕ) : landauState c v0 n ≠ 0 := by
  induction n with
  | zero => simpa [landauState] using hv
  | succ n ih =>
    intro h0
    have e := lower_landauState h ha n
    rw [h0, map_zero] at e
    rcases smul_eq_zero.mp e.symm with h1 | h1
    · exact Nat.cast_ne_zero.mpr (Nat.succ_ne_zero n) h1
    · exact ih h1
```

## The zero level and the pairs at ±√n

Since \(D(0,v_0)=(a v_0,\,c\,0)=(0,0)\), the spinor \((0,v_0)\) has zero energy. The predicate `HasEigenvector` requires both the eigenvalue equation and a nonzero vector; the second part follows from \(v_0\ne0\). The commutator plays no role here.

```lean
/-- The spinor `(0, v0)` is an eigenvector of the Dirac Hamiltonian at zero energy. -/
theorem zero_level {a c : Module.End ℂ V} {v0 : V} (ha : a v0 = 0) (hv : v0 ≠ 0) :
    HasEigenvector (diracLandau a c) 0 ((0 : V), v0) := by
  refine ⟨mem_eigenspace_iff.mpr ?_, fun h0 => hv (congrArg Prod.snd h0)⟩
  rw [diracLandau_apply, ha, map_zero, zero_smul]
  rfl
```

For the other levels, let \(\mu\) be a complex number with \(\mu^2=n+1\). Then
\[
D(\mu v_n,\,v_{n+1})=(a v_{n+1},\,\mu\,c v_n)=((n+1)v_n,\,\mu v_{n+1})=\mu\,(\mu v_n,\,v_{n+1}).
\]
The spinor is nonzero because its second component is.

```lean
private theorem level_of_sq {a c : Module.End ℂ V} {v0 : V} (h : a * c - c * a = 1)
    (ha : a v0 = 0) (hv : v0 ≠ 0) (n : ℕ) {μ : ℂ} (hμ : μ ^ 2 = ((n + 1 : ℕ) : ℂ)) :
    HasEigenvector (diracLandau a c) μ
      (μ • landauState c v0 n, landauState c v0 (n + 1)) := by
  refine ⟨mem_eigenspace_iff.mpr ?_,
    fun h0 => landauState_ne_zero h ha hv (n + 1) (congrArg Prod.snd h0)⟩
  rw [diracLandau_apply, lower_landauState h ha, map_smul, ← landauState_succ,
    Prod.smul_mk, smul_smul, ← sq, hμ]
```

To put \(\mu=s\sqrt n\) into this result, one needs the square of the real root after it has been regarded as a complex number.

```lean
private theorem sqrt_cast_sq (n : ℕ) : ((√(n : ℝ) : ℝ) : ℂ) ^ 2 = (n : ℂ) := by
  rw [← Complex.ofReal_pow, Real.sq_sqrt (Nat.cast_nonneg n)]
  simp
```

For \(n\ge1\) and \(s=\pm1\), we have \((s\sqrt n)^2=n\). Writing \(n=m+1\) and applying the previous calculation with \(m\) in place of its index gives
\[
D(s\sqrt n\,v_{n-1},\,v_n)=s\sqrt n\,(s\sqrt n\,v_{n-1},\,v_n).
\]
In Lean, \(s\) is a complex number with the hypothesis `s = 1 ∨ s = -1`. With \(c=a^\dagger\) and \(\|v_0\|=1\), the squared norm of this spinor is \(n\,(n-1)!+n!=2\,n!\), so the normalised eigenvector is \((s|n-1\rangle,|n\rangle)/\sqrt2\), with equal weight on the two sublattices.

```lean
/-- For `n ≥ 1` and either sign `s`, the spinor `(s √n v_(n-1), v_n)` is an eigenvector of
the Dirac Hamiltonian with energy `s √n`. -/
theorem graphene_level {a c : Module.End ℂ V} {v0 : V} (h : a * c - c * a = 1)
    (ha : a v0 = 0) (hv : v0 ≠ 0) {n : ℕ} (hn : 1 ≤ n) {s : ℂ} (hs : s = 1 ∨ s = -1) :
    HasEigenvector (diracLandau a c) (s * (√(n : ℝ) : ℝ))
      ((s * (√(n : ℝ) : ℝ)) • landauState c v0 (n - 1), landauState c v0 n) := by
  obtain ⟨m, rfl⟩ : ∃ m, n = m + 1 := ⟨n - 1, by omega⟩
  have hs2 : s ^ 2 = 1 := by rcases hs with rfl | rfl <;> norm_num
  rw [Nat.add_sub_cancel]
  exact level_of_sq h ha hv m (by rw [mul_pow, hs2, one_mul, sqrt_cast_sq])
```

## If lowering ends, the number operator has natural eigenvalues

To exclude other energies, consider an eigenvector \(w\ne0\) of the number operator, \(c a w=\nu w\), and suppose \(a^k w=0\) for some \(k\). If \(a w=0\), then \(\nu w=0\) and \(\nu=0\). Otherwise the commutator applied to \(a w\) gives
\[
\nu\,a w=a(c\,a w)=c\,a(a w)+a w,
\qquad\text{so}\qquad
c\,a(a w)=(\nu-1)\,a w .
\]
Thus \(a w\) is an eigenvector with eigenvalue \(\nu-1\), and one fewer application of \(a\) annihilates it. Repeating the step must reach the first case, so \(\nu\) is a natural number.

The proof is an induction on \(k\). The case \(k=0\) says \(w=0\) and is excluded; in the inductive step `by_cases` separates the two possibilities above. The statement quantifies over \(\nu\) and \(w\) after fixing \(k\), so that the induction hypothesis can be applied to \(\nu-1\) and \(a w\).

```lean
/-- If a nonzero state is annihilated by some power of `a` and is an eigenvector of the
number operator `c a`, then its eigenvalue is a natural number. -/
theorem number_eigenvalue {a c : Module.End ℂ V} (h : a * c - c * a = 1) (k : ℕ) :
    ∀ (ν : ℂ) (w : V), (a ^ k) w = 0 → w ≠ 0 → c (a w) = ν • w → ∃ n : ℕ, ν = n := by
  induction k with
  | zero =>
    intro ν w hk hw _
    exact absurd (by simpa using hk) hw
  | succ k ih =>
    intro ν w hk hw hN
    by_cases h0 : a w = 0
    · rw [h0, map_zero] at hN
      exact ⟨0, by simpa using (smul_eq_zero.mp hN.symm).resolve_right hw⟩
    · -- `a w` is an eigenvector with eigenvalue lowered by one
      have e := comm_apply h (a w)
      rw [hN, map_smul] at e
      rw [pow_succ, Module.End.mul_apply] at hk
      obtain ⟨n, hn⟩ := ih (ν - 1) (a w) hk h0
        (by rw [sub_smul, one_smul, e, add_sub_cancel_right])
      exact ⟨n + 1, by push_cast; linear_combination hn⟩
```

## All eigenvalues when every state has finitely many quanta

The hypothesis `hfin` says that for every \(w\in V\) some power of \(a\) annihilates \(w\). Physically, each state in \(V\) involves only finitely many quanta, but no common bound holds for all states. Coherent states with nonzero amplitude, which are eigenvectors of \(a\), are thereby excluded, so \(V\) is not the full oscillator Hilbert space.

Suppose \(D(u,w)=\mu(u,w)\) with \((u,w)\ne0\). By components, \(a w=\mu u\) and \(c u=\mu w\). If \(w=0\), then \(u\ne0\) and \(\mu u=0\), hence \(\mu=0\). If \(w\ne0\), then
\[
c\,a w=\mu\,c u=\mu^2 w ,
\]
and the preceding result makes \(\mu^2\) a natural number \(n\). Either way \(\mu=\pm\sqrt n\) for some natural \(n\). Conversely, each of these values occurs, by the eigenvectors already found.

The Lean proof first turns the alternative \(\mu=\sqrt n\) or \(\mu=-\sqrt n\) into \(\mu^2=n\), and then proves the two directions. Despite its name, `graphene_spectrum` concerns eigenvalues, through `HasEigenvalue`, and not the spectrum of a closed operator on a Hilbert space. It does not count degeneracies: \(V\) may contain many independent states annihilated by \(a\), as the guiding-centre degeneracy of a Landau level requires.

```lean
/-- When every state contains finitely many quanta, the energies of the Dirac Hamiltonian
are exactly `√n` and `-√n` with `n` a natural number. -/
theorem graphene_spectrum {a c : Module.End ℂ V} {v0 : V} (h : a * c - c * a = 1)
    (ha : a v0 = 0) (hv : v0 ≠ 0) (hfin : ∀ w : V, ∃ k : ℕ, (a ^ k) w = 0) (μ : ℂ) :
    HasEigenvalue (diracLandau a c) μ ↔
      ∃ n : ℕ, μ = (√(n : ℝ) : ℝ) ∨ μ = -(√(n : ℝ) : ℝ) := by
  simp_rw [← sq_eq_sq_iff_eq_or_eq_neg, sqrt_cast_sq]
  constructor
  · intro hμ
    obtain ⟨⟨u, w⟩, hmem, hne⟩ := hμ.exists_hasEigenvector
    have e := mem_eigenspace_iff.mp hmem
    rw [diracLandau_apply, Prod.smul_mk, Prod.mk.injEq] at e
    obtain ⟨e1, e2⟩ := e
    by_cases hw : w = 0
    · -- only the first component survives, which forces zero energy
      have hu : u ≠ 0 := fun hu => hne (by rw [hu, hw]; rfl)
      rw [hw, map_zero] at e1
      have hz : μ = 0 := (smul_eq_zero.mp e1.symm).resolve_right hu
      exact ⟨0, by simp [hz]⟩
    · -- the second component is a number eigenstate with eigenvalue `μ ^ 2`
      obtain ⟨k, hk⟩ := hfin w
      exact number_eigenvalue h k (μ ^ 2) w hk hw
        (by rw [e1, map_smul, e2, smul_smul, ← sq])
  · rintro ⟨n, hn⟩
    cases n with
    | zero =>
      have hz : μ = 0 := by simpa using hn
      rw [hz]
      exact hasEigenvalue_of_hasEigenvector (zero_level ha hv)
    | succ n => exact hasEigenvalue_of_hasEigenvector (level_of_sq h ha hv n hn)
```

## Zero modes live on one sublattice

Assume again that every state is annihilated by some power of \(a\). The equation \(D(u,w)=0\) means \(a w=0\) and \(c u=0\). The second condition and the commutator give
\[
0=a(c u)=c(a u)+u,\qquad\text{so}\qquad c\,a u=-u .
\]
If \(u\) were nonzero, \(-1\) would be an eigenvalue of the number operator, and hence a natural number. Therefore \(u=0\). Conversely, any \((0,w)\) with \(a w=0\) satisfies \(D(0,w)=0\).

The zero-energy states of this valley thus have amplitude on one sublattice only, in contrast to the equal weights found at \(n\ge1\). The equivalence also includes the zero spinor, and it needs no chosen \(v_0\).

```lean
/-- When every state contains finitely many quanta, a spinor has zero energy exactly when
its first component vanishes and its second is annihilated by `a`. -/
theorem zero_mode_iff {a c : Module.End ℂ V} (h : a * c - c * a = 1)
    (hfin : ∀ w : V, ∃ k : ℕ, (a ^ k) w = 0) (u w : V) :
    diracLandau a c (u, w) = 0 ↔ u = 0 ∧ a w = 0 := by
  rw [diracLandau_apply, Prod.mk_eq_zero]
  refine ⟨fun ⟨hw, hu⟩ => ⟨?_, hw⟩, fun ⟨hu, hw⟩ => ⟨hw, by rw [hu, map_zero]⟩⟩
  by_contra hne
  -- `c u = 0` would make `u` a number eigenstate with eigenvalue `-1`
  have e := comm_apply h u
  rw [hu, map_zero] at e
  obtain ⟨k, hk⟩ := hfin u
  obtain ⟨n, hn⟩ := number_eigenvalue h k (-1) u hk hne
    (by rw [neg_smul, one_smul]; exact eq_neg_of_add_eq_zero_left e.symm)
  exact Nat.cast_add_one_ne_zero (R := ℂ) n (by linear_combination -hn)
```

## Polynomials as a concrete oscillator space

Complex polynomials in \(X\) satisfy every assumption used above, with \(a=d/dX\), \(c\) multiplication by \(X\), and \(v_0=1\). The product rule gives
\[
\frac{d}{dX}(Xp)-X\frac{dp}{dX}=p ,
\]
the derivative of \(1\) is zero, and differentiating \(p\) once more than its degree gives zero. In this realisation \(v_n=X^n\), and lowering is the familiar rule \(\frac{d}{dX}X^{n+1}=(n+1)X^n\).

```lean
/-- On complex polynomials, differentiation and multiplication by `X` obey the commutation
relation, the constant `1` is annihilated, and repeated differentiation ends at zero. -/
theorem polynomial_witness :
    let a : Module.End ℂ (Polynomial ℂ) := Polynomial.derivative
    let c : Module.End ℂ (Polynomial ℂ) := LinearMap.mulLeft ℂ Polynomial.X
    a * c - c * a = 1 ∧ a 1 = 0 ∧ (1 : Polynomial ℂ) ≠ 0 ∧
      ∀ p : Polynomial ℂ, ∃ k : ℕ, (a ^ k) p = 0 := by
  intro a c
  refine ⟨LinearMap.ext fun p => ?_, Polynomial.derivative_one, one_ne_zero, fun p => ?_⟩
  · simp [a, c, Module.End.mul_apply, Polynomial.derivative_mul]
  · refine ⟨p.natDegree + 1, ?_⟩
    rw [Module.End.pow_apply]
    exact Polynomial.iterate_derivative_eq_zero (Nat.lt_succ_self _)

end GrapheneLandauLevels
```

```lean
#print axioms GrapheneLandauLevels.graphene_level
#print axioms GrapheneLandauLevels.graphene_spectrum
#print axioms GrapheneLandauLevels.zero_mode_iff
```

```
'GrapheneLandauLevels.graphene_level' depends on axioms: [propext, Classical.choice, Quot.sound]
'GrapheneLandauLevels.graphene_spectrum' depends on axioms: [propext, Classical.choice, Quot.sound]
'GrapheneLandauLevels.zero_mode_iff' depends on axioms: [propext, Classical.choice, Quot.sound]
```
